# A condition-number bound for linear systems with a small operator error and any load error

Q: Take one spring of stiffness 1 under load 1, so the displacement is 1. Now let the stiffness be 10% too low and the load 10% too high. The displacement becomes $1.1/0.9 \approx 1.222$, an error of about 22.2%. The two input errors add up to only 20%. Where does the rest come from?

A: From feedback. Write $ax=b$ for the true spring and $(a+e)y=b+c$ for the perturbed one. Subtracting gives $a(y-x)=c-ey$. The stiffness error multiplies the perturbed displacement $y$, which already contains the error. Here $y-x = 0.1+0.1\,y$, and solving for the error produces the factor $1/(1-0.1)$, so the error is $0.2/0.9$.

Q: My problem has many coupled degrees of freedom: a stiffness matrix $A$, a load $b$ and a response $x$ with $Ax=b$. Both the matrix and the load carry errors. What survives?

A: The same argument, with norms in place of absolute values. Let $E$ be the matrix error and $c$ the load error, so that $(A+E)y=b+c$. Here $E$ is neither an energy nor Young's modulus. Let $\|A\|$ be the largest factor by which $A$ stretches a vector, and set
$$q=\|A^{-1}\|\,\|E\|,\qquad \kappa(A)=\|A\|\,\|A^{-1}\|.$$
Subtract $Ax=b$ from $Ay+Ey=b+c$ and apply the inverse:
$$y-x=A^{-1}(c-Ey).$$
Take norms and use $\|y\|\le\|x\|+\|y-x\|$:
$$\|y-x\|\le\|A^{-1}\|\big(\|c\|+\|E\|\,\|x\|\big)+q\,\|y-x\|.$$
Move the last term to the left:
$$(1-q)\|y-x\|\le\|A^{-1}\|\big(\|E\|\,\|x\|+\|c\|\big).$$
Now suppose $b\ne0$ and $q<1$. Then $x\neq0$, and $0<\|b\|\le\|A\|\,\|x\|$ shows that $\|A\|>0$. It also gives
$$\|c\|=\frac{\|c\|}{\|b\|}\,\|b\|\le\frac{\|c\|}{\|b\|}\,\|A\|\,\|x\|.$$
Write $\|E\|=(\|E\|/\|A\|)\,\|A\|$, insert both, and divide by $(1-q)\|x\|$:
$$\frac{\|y-x\|}{\|x\|}\le\frac{\kappa(A)}{1-q}\left(\frac{\|E\|}{\|A\|}+\frac{\|c\|}{\|b\|}\right).$$

Q: That is the inequality I know. What are the objects in the Lean version? I see no matrices.

A: `V` is the space of responses and `W` the space of loads, each with its own norm. The scalars `𝕜` are real or complex.

```lean
import Mathlib

namespace LinearSystemSensitivity

variable {𝕜 V W : Type*} [RCLike 𝕜]
  [NormedAddCommGroup V] [NormedSpace 𝕜 V] [NormedAddCommGroup W] [NormedSpace 𝕜 W]
```

An invertible matrix becomes `A : V ≃L[𝕜] W`, a linear bijection that is continuous in both directions, and `A.symm` is $A^{-1}$. For a real $n\times n$ matrix, take both spaces to be $\mathbb R^n$ with the vector norm you prefer. The norm of an operator is then the one induced by the vector norms, so a Frobenius norm is not what is meant. The textbook $\kappa(A)$ is called `condNumber`.

```lean
/-- The condition number of an invertible operator: the product of the operator norms of
the operator and of its inverse. -/
noncomputable def condNumber (A : V ≃L[𝕜] W) : ℝ :=
  ‖(A : V →L[𝕜] W)‖ * ‖(A.symm : W →L[𝕜] V)‖
```

Q: Does the error equation need $E$ to be small?

A: No. It is pure algebra. The hypotheses `hx` and `hy` say that $x$ and $y$ solve their respective systems. The proof applies $A$ to both sides, which is legitimate because $A$ is injective, and then rearranges $Ay+Ey=b+c$.

```lean
/-- Error equation: if `A x = b` and `(A + E) y = b + c` with `A` invertible, the error
`y - x` is the response of the unperturbed system to the load `c - E y`. -/
theorem error_equation (A : V ≃L[𝕜] W) (E : V →L[𝕜] W) {x y : V} {b c : W}
    (hx : A x = b) (hy : ((A : V →L[𝕜] W) + E) y = b + c) :
    y - x = A.symm (c - E y) := by
  have h : A y + E y = b + c := hy
  apply A.injective
  rw [A.apply_symm_apply, map_sub, hx, eq_sub_iff_add_eq]
  calc A y - b + E y = (A y + E y) - b := by abel
    _ = c := by rw [h]; abel
```

Q: And the absorption of the error into the left-hand side?

A: It is the next theorem, again with no smallness condition. In its proof, `h1` bounds the inverse by its norm, `h2` is the triangle inequality for $y$, and `h3` bounds $c-Ey$. Chaining them gives `h5`, and the final `linarith` moves the term with $q$ to the left.

```lean
/-- Absolute error bound: for invertible `A`, `A x = b` and `(A + E) y = b + c`, the error
times `1 - ‖A⁻¹‖ ‖E‖` is at most `‖A⁻¹‖ (‖E‖ ‖x‖ + ‖c‖)`. -/
theorem absolute_error_bound (A : V ≃L[𝕜] W) (E : V →L[𝕜] W) {x y : V} {b c : W}
    (hx : A x = b) (hy : ((A : V →L[𝕜] W) + E) y = b + c) :
    (1 - ‖(A.symm : W →L[𝕜] V)‖ * ‖E‖) * ‖y - x‖
      ≤ ‖(A.symm : W →L[𝕜] V)‖ * (‖E‖ * ‖x‖ + ‖c‖) := by
  have h1 : ‖y - x‖ ≤ ‖(A.symm : W →L[𝕜] V)‖ * ‖c - E y‖ := by
    rw [error_equation A E hx hy]
    exact (A.symm : W →L[𝕜] V).le_opNorm _
  have h2 : ‖y‖ ≤ ‖x‖ + ‖y - x‖ := by
    have h := norm_add_le x (y - x)
    rwa [add_sub_cancel] at h
  have h3 : ‖c - E y‖ ≤ ‖c‖ + ‖E‖ * (‖x‖ + ‖y - x‖) := by
    have h4 := mul_le_mul_of_nonneg_left h2 (norm_nonneg E)
    linarith [norm_sub_le c (E y), E.le_opNorm y]
  -- the error on the right-hand side is absorbed on the left
  have h5 := h1.trans (mul_le_mul_of_nonneg_left h3 (norm_nonneg _))
  linarith
```

Q: Then $q<1$ enters only when you divide. Is it more than a convenience?

A: Return to the spring with $a=b=1$ and take $e=c=-1$. Then $q=1$, the perturbed equation reads $0\cdot y=0$, and every $y$ solves it. So $q\le1$ is not enough for any finite bound.

The main theorem assumes `hb`, that the load is nonzero, and `hq`, that $q<1$. It concludes that $x\ne0$ and that the relative bound holds. Since $x$, $b$ and $\|A\|$ are all nonzero, every quotient has its ordinary meaning.

The proof first establishes those facts, then clears the denominators with `div_le_div_iff₀`. The steps `hc` and `hE` are the two rewritings of $\|c\|$ and $\|E\|$ above. The `calc` chain inserts them into the absolute bound and collects the factor $\kappa(A)\|x\|$.

```lean
/-- Sensitivity of a linear system to errors in operator and data: if `A` is invertible,
`A x = b ≠ 0`, `(A + E) y = b + c` and `‖A⁻¹‖ ‖E‖ < 1`, then `x` is nonzero and the relative
error of `y` is at most the condition number times the sum of the relative perturbations,
divided by `1 - ‖A⁻¹‖ ‖E‖`. -/
theorem relative_error_bound (A : V ≃L[𝕜] W) (E : V →L[𝕜] W) {x y : V} {b c : W}
    (hb : b ≠ 0) (hx : A x = b) (hy : ((A : V →L[𝕜] W) + E) y = b + c)
    (hq : ‖(A.symm : W →L[𝕜] V)‖ * ‖E‖ < 1) :
    x ≠ 0 ∧ ‖y - x‖ / ‖x‖ ≤
      condNumber A * (‖E‖ / ‖(A : V →L[𝕜] W)‖ + ‖c‖ / ‖b‖)
        / (1 - ‖(A.symm : W →L[𝕜] V)‖ * ‖E‖) := by
  have hx0 : x ≠ 0 := by
    intro h
    rw [h, map_zero] at hx
    exact hb hx.symm
  have hxp : 0 < ‖x‖ := norm_pos_iff.2 hx0
  have hbp : 0 < ‖b‖ := norm_pos_iff.2 hb
  have hbA : ‖b‖ ≤ ‖(A : V →L[𝕜] W)‖ * ‖x‖ := by
    rw [← hx]
    exact (A : V →L[𝕜] W).le_opNorm x
  have hA : ‖(A : V →L[𝕜] W)‖ ≠ 0 := by
    intro h
    rw [h, zero_mul] at hbA
    linarith
  refine ⟨hx0, ?_⟩
  rw [div_le_div_iff₀ hxp (by linarith)]
  -- the data error, measured relative to `b`
  have hc : ‖c‖ ≤ ‖c‖ / ‖b‖ * (‖(A : V →L[𝕜] W)‖ * ‖x‖) := by
    have h := mul_le_mul_of_nonneg_left hbA (div_nonneg (norm_nonneg c) hbp.le)
    rwa [div_mul_cancel₀ _ hbp.ne'] at h
  have hE : ‖E‖ / ‖(A : V →L[𝕜] W)‖ * ‖(A : V →L[𝕜] W)‖ = ‖E‖ := div_mul_cancel₀ _ hA
  calc ‖y - x‖ * (1 - ‖(A.symm : W →L[𝕜] V)‖ * ‖E‖)
      = (1 - ‖(A.symm : W →L[𝕜] V)‖ * ‖E‖) * ‖y - x‖ := mul_comm _ _
    _ ≤ ‖(A.symm : W →L[𝕜] V)‖ * (‖E‖ * ‖x‖ + ‖c‖) := absolute_error_bound A E hx hy
    _ ≤ ‖(A.symm : W →L[𝕜] V)‖ *
          (‖E‖ * ‖x‖ + ‖c‖ / ‖b‖ * (‖(A : V →L[𝕜] W)‖ * ‖x‖)) :=
        mul_le_mul_of_nonneg_left (by linarith) (norm_nonneg _)
    _ = condNumber A * (‖E‖ / ‖(A : V →L[𝕜] W)‖ + ‖c‖ / ‖b‖) * ‖x‖ := by
        unfold condNumber
        linear_combination (-(‖(A.symm : W →L[𝕜] V)‖ * ‖x‖)) * hE
```

Q: You assume that $y$ exists. Suppose the perturbed matrix is singular?

A: The theorem does take $y$ as given. For square matrices, the absolute bound settles the matter informally: with $x=b=c=0$ it reads $(1-q)\|y\|\le0$. If $q<1$, this forces $y=0$, so $A+E$ has only the trivial kernel and is invertible.

Q: What separates this from the vector my solver prints?

A: One step: you must know that the printed vector solves a system $(A+E)y=b+c$ exactly, with $E$ and $c$ of known size. That comes from an analysis of the algorithm or from a residual. With that in hand, and provided that $A$ is invertible, $b\ne0$ and $q<1$, the bound applies, for example, to the linear-response equations of electronic structure for a fixed ground state and frequency. It does not cover the self-consistent ground-state problem, in which the operator depends on the solution.

Q: Suppose my matrix is exact and only the load is uncertain. Can the response error also be much smaller than the load error?

A: As a relative error, yes, but by no more than a factor $\kappa(A)$. With $E=0$ we have $A(y-x)=c$, which gives two pairs of estimates:
$$\|y-x\|\le\|A^{-1}\|\,\|c\|,\qquad \|b\|\le\|A\|\,\|x\|,$$
$$\|c\|\le\|A\|\,\|y-x\|,\qquad \|x\|\le\|A^{-1}\|\,\|b\|.$$
Multiplying within each pair gives the two inequalities of the next theorem. For $b\neq0$ they say
$$\frac{1}{\kappa(A)}\frac{\|c\|}{\|b\|}\le\frac{\|y-x\|}{\|x\|}\le\kappa(A)\frac{\|c\|}{\|b\|}.$$
Lean states them as products, so $b=0$ is allowed. In the proof, `up` and `down` are the bounds for $A$ and its inverse, used once each for $x$ and for $y-x$.

```lean
/-- Errors in the data alone: for invertible `A`, `A x = b` and `A y = b + c`, the relative
solution error and the relative data error bound each other up to the condition number
(written without division). -/
theorem data_error_two_sided (A : V ≃L[𝕜] W) {x y : V} {b c : W}
    (hx : A x = b) (hy : A y = b + c) :
    ‖y - x‖ * ‖b‖ ≤ condNumber A * (‖c‖ * ‖x‖) ∧
      ‖c‖ * ‖x‖ ≤ condNumber A * (‖y - x‖ * ‖b‖) := by
  have hc : A (y - x) = c := by rw [map_sub, hx, hy, add_sub_cancel_left]
  -- `A` and its inverse stretch a vector by at most their operator norms
  have up : ∀ v : V, ‖A v‖ ≤ ‖(A : V →L[𝕜] W)‖ * ‖v‖ := (A : V →L[𝕜] W).le_opNorm
  have down : ∀ v : V, ‖v‖ ≤ ‖(A.symm : W →L[𝕜] V)‖ * ‖A v‖ := by
    intro v
    calc ‖v‖ = ‖A.symm (A v)‖ := by rw [A.symm_apply_apply]
      _ ≤ _ := (A.symm : W →L[𝕜] V).le_opNorm _
  have h1 := up x
  have h2 := down x
  have h3 := up (y - x)
  have h4 := down (y - x)
  rw [hx] at h1 h2
  rw [hc] at h3 h4
  unfold condNumber
  constructor
  · have h := mul_le_mul h4 h1 (norm_nonneg _) (by positivity)
    linarith
  · have h := mul_le_mul h3 h2 (norm_nonneg _) (by positivity)
    linarith
```

Q: A worst-case factor can be far too pessimistic. Is $\kappa(A)$ ever reached?

A: For load errors in finite, nonzero dimension, it is reached for every invertible $A$. The smallest picture with $\kappa>1$ has two uncoupled springs of stiffness 1 and 100, with Euclidean norms. Load the stiff one with 100, so it moves by 1. An error of 1 in the load on the soft spring is a 1% load error, yet it moves that spring by 1, a 100% response error. Here $\kappa=100$.

For a general $A$ we need a direction that is stretched by the full operator norm. In finite, nonzero dimension the unit sphere is compact and nonempty, so the continuous function $v\mapsto\|Tv\|$ has a maximum there, at some $v$. Certainly $\|Tv\|\le\|T\|$. Conversely, rescaling any $z\ne0$ to unit length gives $\|Tz\|\le\|Tv\|\,\|z\|$, hence $\|T\|\le\|Tv\|$. The Lean proof has the same two halves, joined by `le_antisymm`.

```lean
/-- On a nonzero finite-dimensional space an operator attains its norm at a unit vector. -/
theorem exists_unit_norm_attained [FiniteDimensional 𝕜 V] [Nontrivial V] (T : V →L[𝕜] W) :
    ∃ v : V, ‖v‖ = 1 ∧ ‖T v‖ = ‖T‖ := by
  have : ProperSpace V := FiniteDimensional.proper_rclike 𝕜 V
  have unit : ∀ z : V, z ≠ 0 → ((‖z‖ : 𝕜)⁻¹ • z) ∈ Metric.sphere (0 : V) 1 :=
    fun z hz => mem_sphere_zero_iff_norm.2 (norm_smul_inv_norm hz)
  obtain ⟨u, hu⟩ := exists_ne (0 : V)
  -- the unit sphere is compact, so the stretching factor has a maximum
  obtain ⟨v, hv, hmax⟩ := (isCompact_sphere (0 : V) 1).exists_isMaxOn ⟨_, unit u hu⟩
    (T.continuous.norm.continuousOn)
  have hv1 : ‖v‖ = 1 := mem_sphere_zero_iff_norm.1 hv
  refine ⟨v, hv1, le_antisymm ?_ ?_⟩
  · have h := T.le_opNorm v
    rwa [hv1, mul_one] at h
  · refine T.opNorm_le_bound (norm_nonneg _) fun z => ?_
    by_cases hz : z = 0
    · simp [hz]
    · have h : ‖T ((‖z‖ : 𝕜)⁻¹ • z)‖ ≤ ‖T v‖ := hmax (unit z hz)
      rw [map_smul, norm_smul, norm_inv, RCLike.norm_ofReal, abs_norm,
        inv_mul_le_iff₀ (norm_pos_iff.2 hz)] at h
      linarith
```

Q: So you choose the response $x$ along the direction for $A$ and the load error along the one for $A^{-1}$?

A: Yes. Choose unit vectors $x$ and $w$ with $\|Ax\|=\|A\|$ and $\|A^{-1}w\|=\|A^{-1}\|$. For a prescribed relative load error $\gamma\ge0$, set
$$b=Ax,\qquad c=\gamma\|A\|\,w,\qquad y=x+A^{-1}c.$$
Then $Ay=b+c$ and $\|c\|/\|b\|=\gamma$. Since $\|x\|=1$, the relative response error is $\|A^{-1}c\|=\gamma\|A\|\,\|A^{-1}\|=\kappa(A)\gamma$. The proof supplies these vectors, with `‖A x‖` written for $\|A\|$, and checks the required properties in turn.

```lean
/-- The condition number is attained as an error factor: for every invertible `A` on a nonzero
finite-dimensional space and every `γ ≥ 0`, some data `b ≠ 0` with relative error `γ` give a
relative solution error equal to the condition number times `γ`. -/
theorem data_error_bound_attained [FiniteDimensional 𝕜 V] [Nontrivial V]
    (A : V ≃L[𝕜] W) {γ : ℝ} (hγ : 0 ≤ γ) :
    ∃ (x y : V) (b c : W), b ≠ 0 ∧ A x = b ∧ A y = b + c ∧
      ‖c‖ / ‖b‖ = γ ∧ ‖y - x‖ / ‖x‖ = condNumber A * γ := by
  have : FiniteDimensional 𝕜 W := A.toLinearEquiv.finiteDimensional
  have : Nontrivial W := A.injective.nontrivial
  -- `x` is stretched most by `A`, and `w` most by the inverse
  obtain ⟨x, hx1, hxA⟩ := exists_unit_norm_attained (A : V →L[𝕜] W)
  obtain ⟨w, hw1, hwA⟩ := exists_unit_norm_attained (A.symm : W →L[𝕜] V)
  have hxA' : ‖A x‖ = ‖(A : V →L[𝕜] W)‖ := hxA
  have hwA' : ‖A.symm w‖ = ‖(A.symm : W →L[𝕜] V)‖ := hwA
  have hb : A x ≠ 0 := by
    intro h
    have h0 : x = 0 := A.injective (by rw [h, map_zero])
    rw [h0, norm_zero] at hx1
    exact zero_ne_one hx1
  have hn : ‖A x‖ ≠ 0 := norm_ne_zero_iff.2 hb
  have hp : 0 ≤ γ * ‖A x‖ := mul_nonneg hγ (norm_nonneg _)
  refine ⟨x, x + A.symm (((γ * ‖A x‖ : ℝ) : 𝕜) • w), A x,
    ((γ * ‖A x‖ : ℝ) : 𝕜) • w, hb, rfl, ?_, ?_, ?_⟩
  · rw [map_add, A.apply_symm_apply]
  · rw [norm_smul, RCLike.norm_ofReal, abs_of_nonneg hp, hw1, mul_one,
      mul_div_cancel_right₀ _ hn]
  · rw [add_sub_cancel_left, map_smul, norm_smul, RCLike.norm_ofReal, abs_of_nonneg hp,
      hwA', hx1, div_one, hxA']
    unfold condNumber
    ring
```

Q: That leaves the denominator $1-q$. Is it real, or an artefact of the triangle inequality?

A: Your spring already shows that it is real, and the same construction works for the identity operator on any space containing a nonzero $x$, of finite dimension or not. Take $0\le\varepsilon<1$ and $\gamma\ge0$, and set $E=-\varepsilon I$ and $c=\gamma x$, the load being $b=x$. The perturbed solution is $y=sx$ with $s(1-\varepsilon)=1+\gamma$, so
$$\frac{\|y-x\|}{\|x\|}=s-1=\frac{\varepsilon+\gamma}{1-\varepsilon}.$$
Since $\|I\|=\kappa(I)=1$ and $q=\varepsilon$, this equals the right-hand side of the main bound. Your numbers are $\varepsilon=\gamma=0.1$.

In Lean, `hs` defines $s$ and `hs1` computes $s-1$. The remaining steps verify the perturbed equation and the three sizes. This equality concerns the identity only; for other operators, the attained case above has an exact matrix.

```lean
/-- Joint errors for the identity operator with load `x`: for `x ≠ 0`, `0 ≤ ε < 1` and `γ ≥ 0`, some
operator error of norm `ε` and data error of relative size `γ` produce the relative solution error
`(ε + γ) / (1 - ε)`. -/
theorem joint_bound_attained {x : V} (hx : x ≠ 0) {ε γ : ℝ}
    (hε : 0 ≤ ε) (hε1 : ε < 1) (hγ : 0 ≤ γ) :
    ∃ (E : V →L[𝕜] V) (c y : V), (ContinuousLinearMap.id 𝕜 V + E) y = x + c ∧
      ‖E‖ = ε ∧ ‖c‖ / ‖x‖ = γ ∧ ‖y - x‖ / ‖x‖ = (ε + γ) / (1 - ε) := by
  have : Nontrivial V := ⟨x, 0, hx⟩
  have hn : ‖x‖ ≠ 0 := norm_ne_zero_iff.2 hx
  have hd : 0 < 1 - ε := by linarith
  -- the perturbed solution is `x` scaled by `s`
  obtain ⟨s, hs⟩ : ∃ s : ℝ, s * (1 - ε) = 1 + γ :=
    ⟨(1 + γ) / (1 - ε), div_mul_cancel₀ _ hd.ne'⟩
  have hs1 : s - 1 = (ε + γ) / (1 - ε) := by
    rw [eq_div_iff hd.ne']
    linear_combination hs
  have hc : ((s * (1 - ε) : ℝ) : 𝕜) = ((1 + γ : ℝ) : 𝕜) := by rw [hs]
  push_cast at hc
  refine ⟨-((ε : 𝕜) • ContinuousLinearMap.id 𝕜 V), (γ : 𝕜) • x, (s : 𝕜) • x, ?_, ?_, ?_, ?_⟩
  · change (s : 𝕜) • x + -((ε : 𝕜) • ((s : 𝕜) • x)) = x + (γ : 𝕜) • x
    linear_combination (norm := module) hc • x
  · rw [norm_neg, norm_smul, RCLike.norm_ofReal, abs_of_nonneg hε,
      ContinuousLinearMap.norm_id, mul_one]
  · rw [norm_smul, RCLike.norm_ofReal, abs_of_nonneg hγ, mul_div_cancel_right₀ _ hn]
  · have hsub : (s : 𝕜) • x - x = ((s - 1 : ℝ) : 𝕜) • x := by
      rw [RCLike.ofReal_sub, RCLike.ofReal_one, sub_smul, one_smul]
    rw [hsub, norm_smul, RCLike.norm_ofReal, hs1,
      abs_of_nonneg (div_nonneg (add_nonneg hε hγ) hd.le), mul_div_cancel_right₀ _ hn]

end LinearSystemSensitivity
```

```lean
#print axioms LinearSystemSensitivity.relative_error_bound
#print axioms LinearSystemSensitivity.data_error_two_sided
#print axioms LinearSystemSensitivity.data_error_bound_attained
#print axioms LinearSystemSensitivity.joint_bound_attained
```

```
'LinearSystemSensitivity.relative_error_bound' depends on axioms: [propext, Classical.choice, Quot.sound]
'LinearSystemSensitivity.data_error_two_sided' depends on axioms: [propext, Classical.choice, Quot.sound]
'LinearSystemSensitivity.data_error_bound_attained' depends on axioms: [propext, Classical.choice, Quot.sound]
'LinearSystemSensitivity.joint_bound_attained' depends on axioms: [propext, Classical.choice, Quot.sound]
```
